# Unbounded red-side absorption in a logarithmic saddle-point model at critical electron-hole attraction

The model takes the bare optical response near a saddle point of the bands to be χ₀(w) = −(π²/2) sign w − iπ log|w|, with w a dimensionless detuning and 0 < |w| < 1, and includes a contact electron-hole attraction g through χ = χ₀/(1 − gχ₀). The failing declaration, `critical_unbounded`, states that at g = 2/π² the absorption Im χ has no upper bound on −1 < w < 0. At this g the real part of the denominator vanishes on the red side, and the attempt uses this to show that the absorption at w = −exp(−t) is π³/(4t) for every t > 0. Given a supposed bound B, it picks t = π³/(4(|B| + 1)), where the absorption is |B| + 1, a contradiction. The large values thus come from small t, where w nears the window's edge at −1, and not from the saddle point at w = 0.

As first written in Lean, the proof fails:

```lean
import Mathlib

open Real Filter Topology Set

namespace CriticalUnbounded

noncomputable section

/-- Bare response near a saddle point of the bands, as a function of the detuning `w` from the
singularity, for `0 < |w| < 1`: a step in the real part and a logarithm in the imaginary part. -/
def chi0 (w : ℝ) : ℂ :=
  -((π ^ 2 / 2 * Real.sign w : ℝ) : ℂ) - Complex.I * ((π * Real.log |w| : ℝ) : ℂ)

/-- Response with a contact electron-hole attraction of strength `g`. The quotient has its physical
meaning only where `1 - g * chi0 w` is nonzero; elsewhere Lean gives it the value 0. -/
def chi (g w : ℝ) : ℂ := chi0 w / (1 - (g : ℂ) * chi0 w)

/-- The real part of the bare response is a step at the saddle point. -/
theorem chi0_re (w : ℝ) : (chi0 w).re = -(π ^ 2 / 2 * Real.sign w) := by
  simp only [chi0, Complex.sub_re, Complex.neg_re, Complex.ofReal_re, Complex.mul_re,
    Complex.I_re, Complex.I_im, Complex.ofReal_im]
  ring

/-- The bare absorption is logarithmic in the distance from the saddle point. -/
theorem chi0_im (w : ℝ) : (chi0 w).im = π * (-Real.log |w|) := by
  simp only [chi0, Complex.sub_im, Complex.neg_im, Complex.ofReal_re, Complex.mul_im,
    Complex.I_re, Complex.I_im, Complex.ofReal_im]
  ring

/-- For `0 < |w| < 1` the denominator of the interacting response does not vanish, and the
absorption is the bare one divided by the squared modulus of that denominator. -/
theorem im_chi (g : ℝ) {w : ℝ} (h0 : 0 < |w|) (h1 : |w| < 1) :
    1 - (g : ℂ) * chi0 w ≠ 0 ∧
    (chi g w).im = (chi0 w).im /
      ((1 + g * (π ^ 2 / 2) * Real.sign w) ^ 2 + (g * (chi0 w).im) ^ 2) := by
  have hre : (1 - (g : ℂ) * chi0 w).re = 1 + g * (π ^ 2 / 2) * Real.sign w := by
    simp only [Complex.sub_re, Complex.one_re, Complex.mul_re, Complex.ofReal_re,
      Complex.ofReal_im, chi0_re]
    ring
  have him : (1 - (g : ℂ) * chi0 w).im = -(g * (chi0 w).im) := by
    simp only [Complex.sub_im, Complex.one_im, Complex.mul_im, Complex.ofReal_re,
      Complex.ofReal_im]
    ring
  constructor
  · intro h
    have hy : 0 < (chi0 w).im := by
      rw [chi0_im]
      exact mul_pos pi_pos (neg_pos.mpr (Real.log_neg h0 h1))
    rw [h, Complex.zero_im] at him
    rw [h, Complex.zero_re] at hre
    -- a vanishing imaginary part forces g = 0, and then the real part is 1
    have hg : g = 0 := (mul_eq_zero.mp (neg_eq_zero.mp him.symm)).resolve_right hy.ne'
    rw [hg] at hre
    linarith
  · have hN : Complex.normSq (1 - (g : ℂ) * chi0 w) =
        (1 + g * (π ^ 2 / 2) * Real.sign w) ^ 2 + (g * (chi0 w).im) ^ 2 := by
      rw [Complex.normSq_apply, hre, him]
      ring
    rw [chi, Complex.div_im, ← sub_div, hN, hre, him, chi0_re]
    congr 1
    ring

/-- Absorption at equal distance `0 < w < 1` above (blue) and below (red) the saddle point. -/
theorem im_chi_sides (g : ℝ) {w : ℝ} (h0 : 0 < w) (h1 : w < 1) :
    (chi g w).im = π * (-Real.log w) /
      ((1 + g * (π ^ 2 / 2)) ^ 2 + (g * (π * (-Real.log w))) ^ 2) ∧
    (chi g (-w)).im = π * (-Real.log w) /
      ((1 - g * (π ^ 2 / 2)) ^ 2 + (g * (π * (-Real.log w))) ^ 2) := by
  have ha : |w| = w := abs_of_pos h0
  have hb : |-w| = w := by rw [abs_neg, ha]
  constructor
  · rw [(im_chi g (by rwa [ha]) (by rwa [ha])).2, chi0_im, ha, Real.sign_of_pos h0, mul_one]
  · rw [(im_chi g (by rwa [hb]) (by rwa [hb])).2, chi0_im, hb,
      Real.sign_of_neg (neg_lt_zero.mpr h0), mul_neg_one, ← sub_eq_add_neg]

/-- At the critical attraction `g = 2/π²` the absorption on the red side of the window,
`-1 < w < 0`, has no upper bound. -/
theorem critical_unbounded :
    ¬ BddAbove ((fun w => (chi (2 / π ^ 2) w).im) '' Ioo (-1) 0) := by
  have hπ : π ≠ 0 := pi_ne_zero
  -- at w = -exp (-t) the absorption is π³ / (4 t)
  have hv : ∀ t : ℝ, 0 < t → (chi (2 / π ^ 2) (-exp (-t))).im = π ^ 3 / (4 * t) := by
    intro t ht
    have e1 : 2 / π ^ 2 * (π ^ 2 / 2) = 1 := by field_simp
    have e2 : (2 / π ^ 2 * (π * t)) ^ 2 = 4 * t ^ 2 / π ^ 2 := by
      have e3 : 2 / π ^ 2 * (π * t) = 2 * t / π := by field_simp
      rw [e3]
      ring
    rw [(im_chi_sides _ (exp_pos _) (Real.exp_lt_one (neg_lt_zero.mpr ht))).2, Real.log_exp,
      neg_neg, e1, e2, sub_self, zero_pow two_ne_zero, zero_add]
    field_simp
  rintro ⟨B, hB⟩
  have hb : 0 < |B| + 1 := by positivity
  have ht : 0 < π ^ 3 / (4 * (|B| + 1)) := by positivity
  have h : (chi (2 / π ^ 2) (-exp (-(π ^ 3 / (4 * (|B| + 1)))))).im ≤ B :=
    hB ⟨_, ⟨neg_lt_neg (Real.exp_lt_one (neg_lt_zero.mpr ht)),
      neg_lt_zero.mpr (exp_pos _)⟩, rfl⟩
  have e : π ^ 3 / (4 * (π ^ 3 / (4 * (|B| + 1)))) = |B| + 1 := by field_simp
  rw [hv _ ht, e] at h
  linarith [le_abs_self B]

end

end CriticalUnbounded
```

The error:

```
Main.lean:89:37: error(lean.unknownIdentifier): Unknown constant `Real.exp_lt_one`
Main.lean:96:24: error(lean.unknownIdentifier): Unknown constant `Real.exp_lt_one`
```

What went wrong. Both messages say that Lean knows no constant called `Real.exp_lt_one`. The mathematics at the two places is sound: each needs the exponential of a negative number to be less than 1. In the first, this supplies the hypothesis `w < 1` of `im_chi_sides`, with `exp (-t)` for `w`; in the second, `neg_lt_neg` turns it into the lower bound −1 < −exp(−t) that membership of the window requires, at the chosen t.

The repair uses `Real.exp_lt_one_iff`, which states the same fact as an equivalence, `exp x < 1 ↔ x < 0`. An equivalence can't be applied directly to a proof of `x < 0`, so `.mpr` selects its right-to-left direction. The argument `neg_lt_zero.mpr ht`, which proves that the exponent is negative, stays as it was. Moving `Real.log_exp` to the next line is mere tidying.

After these edits no error is left:

```diff
@@ -87,6 +87,6 @@
       rw [e3]
       ring
-    rw [(im_chi_sides _ (exp_pos _) (Real.exp_lt_one (neg_lt_zero.mpr ht))).2, Real.log_exp,
-      neg_neg, e1, e2, sub_self, zero_pow two_ne_zero, zero_add]
+    rw [(im_chi_sides _ (exp_pos _) (Real.exp_lt_one_iff.mpr (neg_lt_zero.mpr ht))).2,
+      Real.log_exp, neg_neg, e1, e2, sub_self, zero_pow two_ne_zero, zero_add]
     field_simp
   rintro ⟨B, hB⟩
@@ -94,5 +94,5 @@
   have ht : 0 < π ^ 3 / (4 * (|B| + 1)) := by positivity
   have h : (chi (2 / π ^ 2) (-exp (-(π ^ 3 / (4 * (|B| + 1)))))).im ≤ B :=
-    hB ⟨_, ⟨neg_lt_neg (Real.exp_lt_one (neg_lt_zero.mpr ht)),
+    hB ⟨_, ⟨neg_lt_neg (Real.exp_lt_one_iff.mpr (neg_lt_zero.mpr ht)),
       neg_lt_zero.mpr (exp_pos _)⟩, rfl⟩
   have e : π ^ 3 / (4 * (π ^ 3 / (4 * (|B| + 1)))) = |B| + 1 := by field_simp
```
